# A real Lorentz matrix preserves the future timelike cone exactly when $L_{00}>0$

"Future timelike" is modelled here as a condition on coordinates: a real vector $x=(x_0,\dots,x_n)$ has $x_0>0$ and positive Minkowski square. With $c=1$ and $g=\mathrm{diag}(1,-1,\dots,-1)$, the Minkowski product is

$$\langle x,y\rangle=x^Tgy=x_0y_0-\sum_{i=0}^{n-1}x_{i+1}y_{i+1}.$$

A Lorentz matrix is a real $L$ with $L^TgL=g$, which says that a change of frame leaves spacetime intervals unchanged. For such $L$, three statements are equivalent:

1. $L_{00}>0$.
2. $L$ maps every future timelike vector to a future timelike vector.
3. $L$ maps at least one future timelike vector to a future timelike vector.

In addition, $L_{00}^2\ge1$.

## Sign checks in frame changes

A code that transforms the four-momenta of massive particles needs positive energies to stay positive. For an exact real Lorentz matrix, the sign of one entry, or one transformed test momentum, settles this for all of them. Since $L_{00}$ cannot lie strictly between $-1$ and $1$, a value well inside that interval reveals a matrix that is not Lorentz.

## From Cauchy–Schwarz to the sign of one entry

**Invariance.** $\langle Lx,Ly\rangle=x^TL^TgLy=\langle x,y\rangle$.

**Positive products.** Let $x,y$ be future timelike, and let $A,B$ be the sums of squares of their spatial components and $S$ their spatial scalar product. Then $A<x_0^2$ and $B<y_0^2$. If $\langle x,y\rangle\le0$, then $0<x_0y_0\le S$, and Cauchy–Schwarz gives

$$x_0^2y_0^2\le S^2\le AB\le Ay_0^2<x_0^2y_0^2,$$

a contradiction. Hence $\langle x,y\rangle>0$.

**Reading off the time direction.** Let $x$ be future timelike and $\langle y,y\rangle>0$. Then $y_0\ne0$, since otherwise $\langle y,y\rangle=-B\le0$. If $y_0>0$, the previous step gives $\langle x,y\rangle>0$. If $y_0<0$, then $-y$ is future timelike and $\langle x,y\rangle=-\langle x,-y\rangle<0$. So $\langle x,y\rangle>0$ exactly when $y_0>0$.

**The criterion.** Let $e=(1,0,\dots,0)$ be the four-velocity of an observer at rest. Then $\langle e,x\rangle=x_0$, $(Le)_0=L_{00}$ and $\langle Le,Le\rangle=1$.

- 1 ⇒ 2: if $L_{00}>0$, then $Le$ is future timelike. For future timelike $x$, $\langle Lx,Lx\rangle=\langle x,x\rangle>0$ and $\langle Le,Lx\rangle=x_0>0$, so $(Lx)_0>0$.
- 2 ⇒ 3: take $x=e$.
- 3 ⇒ 1: if $x$ and $Lx$ are future timelike, then $\langle Lx,Le\rangle=\langle x,e\rangle=x_0>0$, so $(Le)_0=L_{00}>0$.

**The gap.** $1=\langle Le,Le\rangle=L_{00}^2-\sum_{i=0}^{n-1}L_{i+1,0}^2$, hence $L_{00}^2\ge1$.

## The Lean file

Vectors are functions on `Fin (n + 1)`, with time at index `0` and spatial components `x i.succ`. The predicates `IsLorentz` and `FutureTimelike` are the two definitions above, `mink` is the product and `rest n` is $e$.

```lean
import Mathlib

open Matrix

namespace OrthochronousCriterion

/-- The Minkowski metric diag(1, -1, ..., -1) on R^(1+n), with index 0 for time. -/
def metric (n : ℕ) : Matrix (Fin (n + 1)) (Fin (n + 1)) ℝ :=
  Matrix.diagonal (fun i => if i = 0 then 1 else -1)

/-- The Minkowski product of two spacetime vectors. -/
def mink {n : ℕ} (x y : Fin (n + 1) → ℝ) : ℝ := x ⬝ᵥ (metric n *ᵥ y)

/-- A Lorentz matrix is a real matrix L with Lᵀ g L = g. -/
def IsLorentz {n : ℕ} (L : Matrix (Fin (n + 1)) (Fin (n + 1)) ℝ) : Prop :=
  Lᵀ * metric n * L = metric n

/-- A future timelike vector has positive time component and positive Minkowski square. -/
def FutureTimelike {n : ℕ} (x : Fin (n + 1) → ℝ) : Prop := 0 < x 0 ∧ 0 < mink x x

/-- The four-velocity (1, 0, ..., 0) of an observer at rest. -/
def rest (n : ℕ) : Fin (n + 1) → ℝ := fun i => if i = 0 then 1 else 0

/-- The Minkowski product is the product of the times minus the spatial scalar product. -/
theorem mink_apply {n : ℕ} (x y : Fin (n + 1) → ℝ) :
    mink x y = x 0 * y 0 - ∑ i : Fin n, x i.succ * y i.succ := by
  simp [mink, metric, Matrix.mulVec_diagonal, dotProduct, Fin.sum_univ_succ,
    Fin.succ_ne_zero, Finset.sum_neg_distrib, sub_eq_add_neg]

/-- A Lorentz matrix preserves the Minkowski product. -/
theorem IsLorentz.mink_map {n : ℕ} {L : Matrix (Fin (n + 1)) (Fin (n + 1)) ℝ}
    (hL : IsLorentz L) (x y : Fin (n + 1) → ℝ) :
    mink (L *ᵥ x) (L *ᵥ y) = mink x y := by
  have h : x ⬝ᵥ ((Lᵀ * metric n * L) *ᵥ y) = mink (L *ᵥ x) (L *ᵥ y) := by
    unfold mink
    rw [← Matrix.mulVec_mulVec, ← Matrix.mulVec_mulVec, Matrix.dotProduct_mulVec x Lᵀ,
      Matrix.vecMul_transpose]
  rw [← h, hL]
  rfl

/-- Two future timelike vectors have a positive Minkowski product. -/
theorem FutureTimelike.mink_pos {n : ℕ} {x y : Fin (n + 1) → ℝ}
    (hx : FutureTimelike x) (hy : FutureTimelike y) : 0 < mink x y := by
  obtain ⟨hx0, hxx⟩ := hx
  obtain ⟨hy0, hyy⟩ := hy
  rw [mink_apply] at hxx hyy ⊢
  simp only [← pow_two] at hxx hyy
  -- Cauchy-Schwarz for the spatial parts
  have hcs := Finset.sum_mul_sq_le_sq_mul_sq Finset.univ
    (fun i : Fin n => x i.succ) (fun i : Fin n => y i.succ)
  have hA : 0 ≤ ∑ i : Fin n, x i.succ ^ 2 := Finset.sum_nonneg fun i _ => sq_nonneg _
  by_contra hneg
  have hS : x 0 * y 0 ≤ ∑ i : Fin n, x i.succ * y i.succ := by linarith
  have h1 : (x 0 * y 0) ^ 2 ≤ (∑ i : Fin n, x i.succ * y i.succ) ^ 2 :=
    pow_le_pow_left₀ (mul_pos hx0 hy0).le hS 2
  -- each spatial length is smaller than the corresponding time
  have h2 := mul_nonneg hA hyy.le
  have h3 := mul_pos hxx (pow_pos hy0 2)
  nlinarith

/-- The product of a timelike vector with a future timelike one is positive exactly when the time
component of the former is positive. -/
theorem mink_pos_iff {n : ℕ} {x y : Fin (n + 1) → ℝ}
    (hx : FutureTimelike x) (hy : 0 < mink y y) : 0 < mink x y ↔ 0 < y 0 := by
  refine ⟨fun h => ?_, fun h => hx.mink_pos ⟨h, hy⟩⟩
  by_contra hneg
  have hne : y 0 ≠ 0 := by
    intro h0
    rw [mink_apply, h0] at hy
    have hs : 0 ≤ ∑ i : Fin n, y i.succ * y i.succ :=
      Finset.sum_nonneg fun i _ => mul_self_nonneg _
    linarith
  have hlt : y 0 < 0 := lt_of_le_of_ne (not_lt.mp hneg) hne
  -- otherwise the reversed vector would be future timelike
  have hm : FutureTimelike (-y) := by
    refine ⟨by simpa using hlt, ?_⟩
    rw [mink_apply] at hy ⊢
    simpa using hy
  have hp := hx.mink_pos hm
  have hn : mink x (-y) = -mink x y := by
    simp [mink, Matrix.mulVec_neg]
  linarith

/-- The Minkowski product with the rest four-velocity is the time component. -/
theorem mink_rest {n : ℕ} (x : Fin (n + 1) → ℝ) : mink (rest n) x = x 0 := by
  rw [mink_apply]
  simp [rest, Fin.succ_ne_zero]

/-- The time component of the transformed rest four-velocity is L00. -/
theorem map_rest_zero {n : ℕ} (L : Matrix (Fin (n + 1)) (Fin (n + 1)) ℝ) :
    (L *ᵥ rest n) 0 = L 0 0 := by
  simp [rest, Matrix.mulVec, dotProduct]

/-- Orthochronous criterion: for a Lorentz matrix, L00 > 0 holds if and only if every future
timelike vector is mapped to a future timelike vector, and if and only if at least one is. -/
theorem orthochronous_tfae {n : ℕ} {L : Matrix (Fin (n + 1)) (Fin (n + 1)) ℝ}
    (hL : IsLorentz L) :
    [0 < L 0 0,
      ∀ x, FutureTimelike x → FutureTimelike (L *ᵥ x),
      ∃ x, FutureTimelike x ∧ FutureTimelike (L *ᵥ x)].TFAE := by
  have hr : FutureTimelike (rest n) := by
    refine ⟨by simp [rest], ?_⟩
    rw [mink_rest]
    simp [rest]
  have hLr : 0 < mink (L *ᵥ rest n) (L *ᵥ rest n) := by
    rw [hL.mink_map]
    exact hr.2
  tfae_have 1 → 2 := by
    intro h x hx
    have hf : FutureTimelike (L *ᵥ rest n) := ⟨by rwa [map_rest_zero], hLr⟩
    have hxx : 0 < mink (L *ᵥ x) (L *ᵥ x) := by
      rw [hL.mink_map]
      exact hx.2
    -- the product with the moved observer is the old time component
    refine ⟨(mink_pos_iff hf hxx).mp ?_, hxx⟩
    rw [hL.mink_map, mink_rest]
    exact hx.1
  tfae_have 2 → 3 := fun h => ⟨rest n, hr, h _ hr⟩
  tfae_have 3 → 1 := by
    rintro ⟨x, hx, hLx⟩
    rw [← map_rest_zero L]
    refine (mink_pos_iff hLx hLr).mp ?_
    rw [hL.mink_map]
    exact hx.mink_pos hr
  tfae_finish

/-- The time-time entry of a Lorentz matrix has square at least one. -/
theorem one_le_sq_time_entry {n : ℕ} {L : Matrix (Fin (n + 1)) (Fin (n + 1)) ℝ}
    (hL : IsLorentz L) : 1 ≤ L 0 0 ^ 2 := by
  have h := hL.mink_map (rest n) (rest n)
  rw [mink_rest, mink_apply, map_rest_zero] at h
  have h1 : rest n 0 = 1 := by simp [rest]
  have hs : 0 ≤ ∑ i : Fin n, (L *ᵥ rest n) i.succ * (L *ᵥ rest n) i.succ :=
    Finset.sum_nonneg fun i _ => mul_self_nonneg _
  nlinarith

/-- A Lorentz matrix has L00 < 0 if and only if it maps every future timelike vector to the
negative of a future timelike vector. -/
theorem time_reversing_iff {n : ℕ} {L : Matrix (Fin (n + 1)) (Fin (n + 1)) ℝ}
    (hL : IsLorentz L) :
    L 0 0 < 0 ↔ ∀ x, FutureTimelike x → FutureTimelike (-(L *ᵥ x)) := by
  have hN : IsLorentz (-L) := by
    unfold IsLorentz at hL ⊢
    simpa [Matrix.transpose_neg] using hL
  have h := (orthochronous_tfae hN).out 0 1
  simpa [Matrix.neg_mulVec] using h

/-- The product of two Lorentz matrices with positive time-time entries is a Lorentz matrix
with positive time-time entry. -/
theorem orthochronous_mul {n : ℕ} {L M : Matrix (Fin (n + 1)) (Fin (n + 1)) ℝ}
    (hL : IsLorentz L) (hM : IsLorentz M) (hL0 : 0 < L 0 0) (hM0 : 0 < M 0 0) :
    IsLorentz (L * M) ∧ 0 < (L * M) 0 0 := by
  have hLM : IsLorentz (L * M) := by
    unfold IsLorentz at hL hM ⊢
    calc (L * M)ᵀ * metric n * (L * M) = Mᵀ * (Lᵀ * metric n * L) * M := by
          rw [Matrix.transpose_mul]
          simp only [Matrix.mul_assoc]
      _ = metric n := by rw [hL, hM]
  refine ⟨hLM, ((orthochronous_tfae hLM).out 0 1).mpr fun x hx => ?_⟩
  -- apply the two transformations one after the other
  rw [← Matrix.mulVec_mulVec]
  have h1 : 0 < L 0 0 ↔ ∀ y, FutureTimelike y → FutureTimelike (L *ᵥ y) :=
    (orthochronous_tfae hL).out 0 1
  have h2 : 0 < M 0 0 ↔ ∀ y, FutureTimelike y → FutureTimelike (M *ᵥ y) :=
    (orthochronous_tfae hM).out 0 1
  exact h1.mp hL0 _ (h2.mp hM0 x hx)

/-- The boost of rapidity r in 1+1 dimensions is a Lorentz matrix with positive time-time
entry. -/
theorem boost_witness (r : ℝ) :
    IsLorentz (n := 1) !![Real.cosh r, Real.sinh r; Real.sinh r, Real.cosh r] ∧
      0 < (!![Real.cosh r, Real.sinh r; Real.sinh r, Real.cosh r] :
        Matrix (Fin 2) (Fin 2) ℝ) 0 0 := by
  refine ⟨?_, by simpa using Real.cosh_pos r⟩
  have h := Real.cosh_sq r
  unfold IsLorentz
  ext i j
  fin_cases i <;> fin_cases j <;>
    simp [metric, Matrix.mul_apply, Fin.sum_univ_succ, Matrix.diagonal_apply] <;>
    nlinarith

end OrthochronousCriterion
```

```lean
#print axioms OrthochronousCriterion.one_le_sq_time_entry
-- 'OrthochronousCriterion.one_le_sq_time_entry' depends on axioms: [propext, Classical.choice, Quot.sound]
#print axioms OrthochronousCriterion.time_reversing_iff
-- 'OrthochronousCriterion.time_reversing_iff' depends on axioms: [propext, Classical.choice, Quot.sound]
#print axioms OrthochronousCriterion.orthochronous_mul
-- 'OrthochronousCriterion.orthochronous_mul' depends on axioms: [propext, Classical.choice, Quot.sound]
```

## How the proof runs, and its reach

`IsLorentz.mink_map` is invariance. In `FutureTimelike.mink_pos`, `hcs` is Cauchy–Schwarz, while `h2` and `h3` supply the last two inequalities of the chain; `nlinarith` combines them. `mink_pos_iff` reads off the time direction, and `orthochronous_tfae` proves the three implications in the order above.

`time_reversing_iff` applies the criterion to $-L$: $L_{00}<0$ exactly when every future timelike vector goes to the negative of one. `orthochronous_mul` applies two maps in succession to show that products of Lorentz matrices with positive time-time entries are again of this kind. `boost_witness` checks the 1+1-dimensional boost of any rapidity, using $\cosh^2r-\sinh^2r=1$.

The Lorentz condition matters. With $n=1$, $L=\mathrm{diag}(1,2)$ has $L_{00}>0$ and fixes $e$, but sends $(4,3)$, of square $7$, to $(4,6)$, of square $-20$. Statements 1 and 3 hold and 2 fails.

The theorems concern exact real arithmetic and give no tolerance for a rounded matrix that satisfies $L^TgL=g$ only approximately. Nor does $L_{00}>0$ fix the determinant when $n\ge1$: reversing a single spatial axis passes the test and has determinant $-1$.

Massless momenta are excluded by the strict inequality in `FutureTimelike`. A definition with $x_0>0$ and $\langle x,x\rangle\ge0$ would admit them. The equivalence would survive, but the positivity lemma would need an extra hypothesis, for example that one of its two vectors is strictly timelike, because parallel lightlike vectors have product zero. The file does not treat this variant.
